# A Power-Law Energy-Exchange Density Gives a Power-Law Tunnel Conductance at Zero Temperature

To extract an environmental exponent from the low-bias current–voltage curve of a tunnel junction, one plots \(\log(dI/dV)\) against \(\log V\) and reads off the slope. If the slope is \(a\), the density for giving an energy \(E\) to the environment is taken to vary as \(E^{a-1}\). This step rests on a relation between two power laws. For weak tunnelling between leads with flat densities of states, it holds in both directions at zero temperature, for \(a>0\) and for biases below a cutoff.

## Current and conductance for a general environment

Let \(V>0\) be the bias, in units where the electron charge is one, so that \(V\) is also an energy. Let \(g\) be the bare conductance of the junction, and let \(P(E)\) be the density for a tunnelling electron to give the energy \(E\) to its electromagnetic environment. At zero temperature the environment can only absorb energy. An electron that gives up \(E<V\) has an energy window of width \(V-E\) left for its initial and final states, and with flat densities of states in the leads the current is

\[
I(V)=g\int_0^V (V-E)\,P(E)\,dE .
\]

Suppose that \(P\) is integrable from \(0\) to some energy \(\Lambda\) and continuous strictly between these limits. For \(0<V<\Lambda\), split the integral:

\[
I(V)=g\left[V\int_0^V P(E)\,dE-\int_0^V E\,P(E)\,dE\right].
\]

The product rule and the fundamental theorem of calculus give

\[
\frac{dI}{dV}=g\left[\int_0^V P(E)\,dE+V P(V)-V P(V)\right]=g\int_0^V P(E)\,dE .
\]

The boundary terms cancel because an electron that gives up exactly \(E=V\) has no window left. For a normalised, non-negative \(P\), the conductance is therefore \(g\) times the probability that the environment takes less than \(V\). A second differentiation gives

\[
\frac{d^2I}{dV^2}=g\,P(V),
\]

so the curvature of the current–voltage curve is proportional to the energy-exchange density.

## The zero-bias anomaly of a power-law environment

Now let \(P(E)=c\,E^{a-1}\) for \(0<E<\Lambda\), with \(a>0\) and a constant prefactor \(c\). For an environment whose impedance tends to a nonzero resistance \(R\) at low frequency, the density approaches this form as \(E\to0\), with \(a=2R/R_K\) and \(R_K=h/e^2\). The cutoff \(\Lambda\) is the energy up to which the power law is here taken to be exact, and \(c\) carries the influence of the environment's higher frequencies on the low-energy density.

For \(a<1\) the density diverges at \(E=0\), but it remains integrable because \(a-1>-1\). For \(0<V<\Lambda\),

\[
\begin{aligned}
I(V)&=gc\left[V\int_0^V E^{a-1}\,dE-\int_0^V E^a\,dE\right]\\
&=gc\left[\frac{V^{a+1}}{a}-\frac{V^{a+1}}{a+1}\right]
=\frac{gc\,V^{a+1}}{a(a+1)} .
\end{aligned}
\]

Differentiating, and cancelling the factor \(a+1\),

\[
\frac{dI}{dV}=\frac{gc\,(a+1)V^a}{a(a+1)}=\frac{gc\,V^a}{a}.
\]

Since \(a>0\), the conductance tends to zero as \(V\to0^+\). This is the zero-bias anomaly. With \(g=c=1\) the two formulas reduce to \(V^{a+1}/(a(a+1))\) and \(V^a/a\).

Conversely, let \(P\) again be a general density, integrable from \(0\) to \(\Lambda\) and continuous strictly between these limits, and suppose that the conductance equals \(gc\,V^a/a\) at every positive bias below \(\Lambda\), with \(g\neq0\). Its derivative is \(gc\,V^{a-1}\). The general formula says that the same derivative is \(g\,P(V)\). Cancelling \(g\) gives \(P(V)=c\,V^{a-1}\) for \(0<V<\Lambda\).

For quantum transport, this means that a low-bias conductance exponent can be translated into an environmental one within the zero-temperature, weak-tunnelling model with flat lead densities of states.

## The current as a function of bias

The development uses Mathlib's real integration and calculus.

```lean
import Mathlib

open MeasureTheory Set Filter Topology

namespace DynamicalCoulombBlockade

noncomputable section
```

The current is defined for an arbitrary real function `P`.

```lean
/-- Zero-temperature tunnel current at bias `V` (unit charge) through a junction of bare
conductance `g`, when the environment absorbs the energy `E` with density `P E`. -/
def tunnelCurrent (g : ℝ) (P : ℝ → ℝ) (V : ℝ) : ℝ :=
  g * ∫ E in (0 : ℝ)..V, (V - E) * P E
```

Here `g`, `P` and `V` are the bare conductance, the energy-exchange density and the bias. The integral formula is the starting point; its derivation from a tunnelling Hamiltonian is not part of the file. Neither positivity nor normalisation of `P` is required, so the probability reading applies only when those properties are supplied. Because `P` is an ordinary function, a sharp elastic peak at \(E=0\), as for a junction with no environmental impedance, is not represented.

The theorems concern positive bias. The physical current is odd in \(V\), whereas this definition, with `P` zero at negative energies, gives zero current at negative bias.

## Differentiating under a moving upper limit

The first theorem states that the current has the derivative \(g\int_0^V P\) at each \(V\) in the open interval `Ioo 0 Λ`. The hypothesis `hcont` is continuity of `P` on that open interval, which permits a divergence at zero energy, and `hint` is integrability from \(0\) to \(\Lambda\). Continuity excludes densities with a jump or a divergence at a positive energy below the cutoff; infinitely sharp spectral lines are already excluded because `P` is an ordinary function.

```lean
/-- If `P` is integrable from `0` to `Λ` and continuous on the open interval between them, then at a
bias `V` in that interval the differential conductance is the bare conductance times the integral of
the energy-exchange density from zero to `V`. -/
theorem hasDerivAt_tunnelCurrent {g Λ V : ℝ} {P : ℝ → ℝ}
    (hcont : ContinuousOn P (Ioo 0 Λ)) (hint : IntervalIntegrable P volume 0 Λ)
    (hV : V ∈ Ioo 0 Λ) :
    HasDerivAt (tunnelCurrent g P) (g * ∫ E in (0 : ℝ)..V, P E) V := by
  have hsub : ∀ u ∈ Ioo 0 Λ, IntervalIntegrable P volume 0 u := by
    intro u hu
    apply hint.mono_set
    rw [uIcc_of_le hu.1.le, uIcc_of_le (hu.1.trans hu.2).le]
    exact Icc_subset_Icc_right hu.2.le
  have hsub' : ∀ u ∈ Ioo 0 Λ, IntervalIntegrable (fun E => E * P E) volume 0 u :=
    fun u hu => (hsub u hu).continuousOn_mul continuousOn_id
  have hcont' : ContinuousOn (fun E => E * P E) (Ioo 0 Λ) := continuousOn_id.mul hcont
  have hnhds : Ioo 0 Λ ∈ 𝓝 V := Ioo_mem_nhds hV.1 hV.2
  -- the fundamental theorem of calculus for the two moments of `P`
  have h1 := intervalIntegral.integral_hasDerivAt_right (hsub V hV)
    (hcont.stronglyMeasurableAtFilter isOpen_Ioo V hV) (hcont.continuousAt hnhds)
  have h2 := intervalIntegral.integral_hasDerivAt_right (hsub' V hV)
    (hcont'.stronglyMeasurableAtFilter isOpen_Ioo V hV) (hcont'.continuousAt hnhds)
  have h3 := (((hasDerivAt_id' V).fun_mul h1).fun_sub h2).const_mul g
  have hev : tunnelCurrent g P =ᶠ[𝓝 V] fun u =>
      g * (u * (∫ E in (0 : ℝ)..u, P E) - ∫ E in (0 : ℝ)..u, E * P E) := by
    filter_upwards [hnhds] with u hu
    unfold tunnelCurrent
    simp only [sub_mul]
    rw [intervalIntegral.integral_sub ((hsub u hu).const_mul u) (hsub' u hu),
      intervalIntegral.integral_const_mul]
  -- the two boundary terms `V * P V` cancel
  exact (h3.congr_of_eventuallyEq hev).congr_deriv (by ring)
```

The facts `hsub` and `hsub'` restrict integrability to the range \([0,u]\), for \(P\) and for \(E\,P(E)\). The steps `h1` and `h2` apply the fundamental theorem of calculus to the two integrals in the split current, and `h3` combines them by the product rule. The fact `hev` is the splitting itself, for all biases near \(V\). The final `ring` cancels the two terms \(V P(V)\).

The second theorem differentiates once more. Its statement uses `deriv (tunnelCurrent g P)`, the conductance as a function of bias.

```lean
/-- If `P` is integrable from `0` to `Λ` and continuous on the open interval between them, then at a
bias `V` in that interval the second derivative of the current is the bare conductance times the
energy-exchange density at the energy `V`. -/
theorem hasDerivAt_conductance {g Λ V : ℝ} {P : ℝ → ℝ}
    (hcont : ContinuousOn P (Ioo 0 Λ)) (hint : IntervalIntegrable P volume 0 Λ)
    (hV : V ∈ Ioo 0 Λ) :
    HasDerivAt (deriv (tunnelCurrent g P)) (g * P V) V := by
  have hnhds : Ioo 0 Λ ∈ 𝓝 V := Ioo_mem_nhds hV.1 hV.2
  have hV' : IntervalIntegrable P volume 0 V := by
    apply hint.mono_set
    rw [uIcc_of_le hV.1.le, uIcc_of_le (hV.1.trans hV.2).le]
    exact Icc_subset_Icc_right hV.2.le
  have h1 := (intervalIntegral.integral_hasDerivAt_right hV'
    (hcont.stronglyMeasurableAtFilter isOpen_Ioo V hV) (hcont.continuousAt hnhds)).const_mul g
  apply h1.congr_of_eventuallyEq
  filter_upwards [hnhds] with u hu
  exact (hasDerivAt_tunnelCurrent hcont hint hu).deriv
```

The preceding theorem identifies this function with \(g\int_0^u P\) at every \(u\) in the interval, and the fundamental theorem of calculus then gives the derivative \(g\,P(V)\).

## Why agreement near one bias is enough

The derivative proofs turn on `congr_of_eventuallyEq`. The notation `f =ᶠ[𝓝 V] h` says that two functions \(f\) and \(h\) agree at every point of some neighbourhood of \(V\). If \(h\) has a certain derivative at \(V\), the lemma transfers that derivative to \(f\).

Two other forms of agreement would not serve here. Equality at the single point \(V\) says nothing about slopes. Equality at all real biases is more than the hypotheses provide: above \(\Lambda\) the density is unrestricted, so the closed form for the current may fail there.

The open interval \((0,\Lambda)\) supplies the right neighbourhood, and `Ioo_mem_nhds` records that it is one. The tactic `filter_upwards` then reduces the task to proving the equality for an arbitrary bias `u` in the interval. In physical terms, the conductance at \(V\) is determined by the current at nearby biases, and these can all be chosen below the cutoff. The current at those biases involves \(P\) only at energies below \(\Lambda\), so the values of \(P\) above the cutoff do not enter.

## Closed forms below the cutoff

The next theorem evaluates the current. The hypothesis `hP` prescribes the power law strictly between \(0\) and \(\Lambda\); the value of `P` at zero and its values above the cutoff are free. No separate integrability assumption appears, because `ha`, the condition \(a>0\), provides it.

```lean
/-- If the energy-exchange density is `c * E ^ (a - 1)`, with `a > 0`, at positive energies below
the cutoff `Λ`, the current at a positive bias below the cutoff is a power law with exponent `a +
1`. -/
theorem tunnelCurrent_powerLaw {g c a Λ V : ℝ} {P : ℝ → ℝ} (ha : 0 < a)
    (hP : ∀ E ∈ Ioo 0 Λ, P E = c * E ^ (a - 1)) (hV : V ∈ Ioo 0 Λ) :
    tunnelCurrent g P V = g * c * V ^ (a + 1) / (a * (a + 1)) := by
  have ha0 : a ≠ 0 := ha.ne'
  have ha1 : a + 1 ≠ 0 := by positivity
  -- on the integration range the integrand is a difference of two powers
  have h1 : ∫ E in (0 : ℝ)..V, (V - E) * P E
      = ∫ E in (0 : ℝ)..V, (c * V * E ^ (a - 1) - c * E ^ a) := by
    rw [intervalIntegral.integral_of_le hV.1.le, intervalIntegral.integral_of_le hV.1.le]
    refine setIntegral_congr_fun measurableSet_Ioc (fun E hE => ?_)
    have hpow : E ^ a = E ^ (a - 1) * E := by
      rw [← Real.rpow_add_one hE.1.ne', sub_add_cancel]
    show (V - E) * P E = c * V * E ^ (a - 1) - c * E ^ a
    rw [hP E ⟨hE.1, hE.2.trans_lt hV.2⟩, hpow]
    ring
  have hr1 : -1 < a - 1 := by linarith
  have hr2 : -1 < a := by linarith
  unfold tunnelCurrent
  rw [h1, intervalIntegral.integral_sub
      ((intervalIntegral.intervalIntegrable_rpow' hr1).const_mul (c * V))
      ((intervalIntegral.intervalIntegrable_rpow' hr2).const_mul c),
    intervalIntegral.integral_const_mul, intervalIntegral.integral_const_mul,
    integral_rpow (Or.inl hr1), integral_rpow (Or.inl hr2), sub_add_cancel,
    Real.zero_rpow ha0, Real.zero_rpow ha1, Real.rpow_add_one hV.1.ne']
  generalize V ^ a = x
  have key : 1 / a - 1 / (a + 1) = 1 / (a * (a + 1)) := by
    rw [div_sub_div _ _ ha0 ha1]
    ring
  linear_combination g * c * V * x * key
```

The step `h1` rewrites the integrand as \(cV E^{a-1}-cE^a\), using \(E^a=E^{a-1}E\) for \(E>0\). The lemma `integral_rpow` evaluates each power, with the conditions \(a-1>-1\) and \(a>-1\) supplied by `hr1` and `hr2`. The fact `key` is the partial-fraction identity

\[
\frac1a-\frac1{a+1}=\frac1{a(a+1)},
\]

and `linear_combination` multiplies it by the common factor \(gcV^{a+1}\), written in the code as `g * c * V * x` with `x` standing for \(V^a\).

The conductance follows by differentiating this closed form.

```lean
/-- For an energy-exchange density `c * E ^ (a - 1)`, with `a > 0`, at positive energies below the
cutoff `Λ`, the differential conductance at a positive bias below the cutoff is a power law with
exponent `a`. -/
theorem conductance_powerLaw {g c a Λ V : ℝ} {P : ℝ → ℝ} (ha : 0 < a)
    (hP : ∀ E ∈ Ioo 0 Λ, P E = c * E ^ (a - 1)) (hV : V ∈ Ioo 0 Λ) :
    HasDerivAt (tunnelCurrent g P) (g * c * V ^ a / a) V := by
  have ha0 : a ≠ 0 := ha.ne'
  have ha1 : a + 1 ≠ 0 := by positivity
  have h := (Real.hasDerivAt_rpow_const (p := a + 1) (Or.inl hV.1.ne')).const_mul
    (g * c / (a * (a + 1)))
  have hev : tunnelCurrent g P =ᶠ[𝓝 V] fun u => g * c / (a * (a + 1)) * u ^ (a + 1) := by
    filter_upwards [Ioo_mem_nhds hV.1 hV.2] with u hu
    rw [tunnelCurrent_powerLaw ha hP hu]
    ring
  refine (h.congr_of_eventuallyEq hev).congr_deriv ?_
  rw [add_sub_cancel_right]
  generalize V ^ a = x
  field_simp
```

The statement `HasDerivAt` includes the existence of the derivative as well as its value. In the proof, `h` is the power rule for \(V^{a+1}\), `hev` is the closed form at nearby biases, and `field_simp` cancels \(a+1\).

The vanishing of the conductance is a one-sided limit: `𝓝[>] 0` means that the bias approaches zero through positive values.

```lean
/-- For an energy-exchange density `c * E ^ (a - 1)`, with `a > 0`, at positive energies below a
positive cutoff, the differential conductance tends to zero as the bias goes to zero from above. -/
theorem conductance_tendsto_zero {g c a Λ : ℝ} {P : ℝ → ℝ} (ha : 0 < a) (hΛ : 0 < Λ)
    (hP : ∀ E ∈ Ioo 0 Λ, P E = c * E ^ (a - 1)) :
    Tendsto (deriv (tunnelCurrent g P)) (𝓝[>] 0) (𝓝 0) := by
  have hc : Continuous fun V : ℝ => g * c * V ^ a / a :=
    (continuous_const.mul (Real.continuous_rpow_const ha.le)).div_const a
  have h0 : g * c * (0 : ℝ) ^ a / a = 0 := by
    rw [Real.zero_rpow ha.ne', mul_zero, zero_div]
  have ht : Tendsto (fun V : ℝ => g * c * V ^ a / a) (𝓝[>] 0) (𝓝 0) := by
    have h := (hc.tendsto 0).mono_left (nhdsWithin_le_nhds (s := Ioi 0))
    rwa [h0] at h
  refine ht.congr' ?_
  filter_upwards [Ioo_mem_nhdsGT hΛ] with V hV
  exact (conductance_powerLaw ha hP hV).deriv.symm
```

The function \(gcV^a/a\) is continuous for \(a>0\) and vanishes at \(V=0\), which gives its limit in `ht`. The conductance equals this function at all sufficiently small positive biases, so `congr'` carries the limit over. Lean's `deriv` is zero wherever a function has no derivative, but `conductance_powerLaw` ensures that the derivative exists at the biases used here. The theorem makes no statement about a derivative at \(V=0\) itself.

## Recovering the density from the conductance

The converse starts from the conductance and assumes continuity and integrability of `P`, together with a nonzero bare conductance, `hg`. With \(g=0\) the current would vanish whatever the environment, and no information about `P` could be recovered.

```lean
/-- Conversely, let `g ≠ 0` and `a > 0`, and let `P` be integrable from `0` to `Λ` and continuous on
the open interval between them. If the differential conductance is `g * c * V ^ a / a` at every
positive bias below `Λ`, then `P E` is `c * E ^ (a - 1)` at every positive energy below `Λ`. -/
theorem powerLaw_of_conductance {g c a Λ : ℝ} {P : ℝ → ℝ} (hg : g ≠ 0) (ha : 0 < a)
    (hcont : ContinuousOn P (Ioo 0 Λ)) (hint : IntervalIntegrable P volume 0 Λ)
    (hG : ∀ V ∈ Ioo 0 Λ, deriv (tunnelCurrent g P) V = g * c * V ^ a / a) :
    ∀ E ∈ Ioo 0 Λ, P E = c * E ^ (a - 1) := by
  intro E hE
  have ha0 : a ≠ 0 := ha.ne'
  have h := (Real.hasDerivAt_rpow_const (p := a) (Or.inl hE.1.ne')).const_mul (g * c / a)
  have hev : deriv (tunnelCurrent g P) =ᶠ[𝓝 E] fun u => g * c / a * u ^ a := by
    filter_upwards [Ioo_mem_nhds hE.1 hE.2] with u hu
    rw [hG u hu]
    ring
  -- compare the two expressions for the second derivative of the current
  have heq := (hasDerivAt_conductance (g := g) hcont hint hE).unique
    (h.congr_of_eventuallyEq hev)
  apply mul_left_cancel₀ hg
  rw [heq]
  generalize E ^ (a - 1) = x
  field_simp

end

end DynamicalCoulombBlockade
```

At a given energy \(E\), the proof obtains the derivative of the conductance in two ways. The theorem `hasDerivAt_conductance` gives \(g\,P(E)\), and the power rule in `h`, transferred through `hev`, gives \((gc/a)\,aE^{a-1}\). A function has at most one derivative at a point, which is the content of `unique`, so the two expressions are equal. Cancelling \(g\) and then \(a\) leaves \(P(E)=c\,E^{a-1}\).

The hypothesis `hG` requires the exact power law at every bias below \(\Lambda\). A fit to noisy or finite-temperature data satisfies it only approximately, and the theorem gives no error bound for that case.

```lean
#print axioms DynamicalCoulombBlockade.conductance_powerLaw
#print axioms DynamicalCoulombBlockade.conductance_tendsto_zero
#print axioms DynamicalCoulombBlockade.powerLaw_of_conductance
```

```
'DynamicalCoulombBlockade.conductance_powerLaw' depends on axioms: [propext, Classical.choice, Quot.sound]
'DynamicalCoulombBlockade.conductance_tendsto_zero' depends on axioms: [propext, Classical.choice, Quot.sound]
'DynamicalCoulombBlockade.powerLaw_of_conductance' depends on axioms: [propext, Classical.choice, Quot.sound]
```
